# A product trial function for the one-dimensional delta hydride has energy −9/16, below the one-electron bound −1/2

A one-electron atom holds an extra electron when the two-electron system has an energy below that of the atom plus a free electron at rest far away. A variational code tests this by comparing a trial energy with that detachment threshold. In the contact model on a line, with a product of exponentials as trial function, both sides of the comparison have closed forms. Two electrons at positions $x$ and $y$ move in units with $\hbar = m = 1$, and a fixed nucleus sits at the origin. The constant $Z$ is the strength of the contact attraction and plays the part of the nuclear charge. The constant $g$ is the strength of the contact repulsion and stands in for the Coulomb interaction of the electrons. Formally,

$$H = -\tfrac12(\partial_x^2+\partial_y^2) - Z\delta(x) - Z\delta(y) + g\,\delta(x-y),$$

and the hydride is the case $Z = g = 1$.

## The quotient and the threshold

For a real function $\psi(x,y)$ with partial derivatives $\psi_x$, $\psi_y$, the energy form, squared norm and Rayleigh quotient are

$$E[\psi] = \iint \tfrac12(\psi_x^2+\psi_y^2)\,dx\,dy - Z\!\int\!\psi(x,0)^2dx - Z\!\int\!\psi(0,y)^2dy + g\!\int\!\psi(x,x)^2dx,$$

$$N[\psi] = \iint\psi^2\,dx\,dy, \qquad R[\psi] = E[\psi]/N[\psi].$$

Take $\psi_a(x,y) = e^{-a(|x|+|y|)}$ with exponent $a>0$. Three statements are proved.

1. For all real $Z$ and $g$, $R[\psi_a] = a^2 - (2Z - g/2)\,a$. At $Z=g=1$, $a=3/4$ this is $-9/16$.
2. For $Z>0$, some $a>0$ gives $R[\psi_a] < -Z^2/2$ exactly when $g < (4-2\sqrt2)Z$.
3. If $\varphi$ on the line is continuous at $0$, differentiable elsewhere, and square integrable together with $\varphi'$, then $\tfrac12\int\varphi'^2 - Z\varphi(0)^2 \ge -\tfrac{Z^2}{2}\int\varphi^2$.

At $Z=g=1$ the value $-9/16$ therefore lies below the quotient of every such $\varphi$ with positive norm.

## Reference values for a code with contact terms

For this one-parameter product family on a line, the result gives term-by-term references for quadrature across cusps and for the contact integrals. At $Z=g=1$, $a=3/4$ the unnormalised values are $N = 16/9$, kinetic integral $1$, axis integrals $4/3$ each and diagonal integral $2/3$, so $E=-1$. For the normalised function $a\psi_a$ the contributions are $9/16$ (kinetic), $-3/4$ (each attraction) and $3/8$ (repulsion).

The diagonal term uses $dx$, which is what $\delta(x-y)$ gives after integrating over $y$. A code that integrates along the diagonal by arc length multiplies this term by $\sqrt2$, which amounts to setting $g = \sqrt2 \approx 1.41$. That exceeds $4-2\sqrt2\approx 1.17$, so by statement 2 no exponent would reach below $-1/2$. Statement 3 is a floor: for a function of the stated class with positive norm, the one-electron energy divided by $\int\varphi^2$ is never below $-Z^2/2$, so a lower computed quotient signals an error in the computation.

## Integrals of the product function

For $c>0$, symmetry gives $\int e^{-c|x|}dx = 2\int_0^\infty e^{-cx}dx = 2/c$. Let $o(x) = e^{-a|x|}$. Then $o^2 = e^{-2a|x|}$, so $\int o^2 = 1/a$. For $x\neq0$, $o' = \mp a\,o$ with the upper sign for $x>0$, so $o'^2 = a^2o^2$. The point $x=0$ has measure zero, hence $\int o'^2 = a$.

Since $\psi_a(x,y) = o(x)\,o(y)$, plane integrals factorise:

$$N = \frac1a\cdot\frac1a = \frac1{a^2}, \qquad \iint\tfrac12(\psi_x^2+\psi_y^2) = \tfrac12\Big(a\cdot\frac1a + \frac1a\cdot a\Big) = 1.$$

On the axes $\psi_a$ reduces to $o$, so each integral is $1/a$. On the diagonal $\psi_a(x,x)^2 = e^{-4a|x|}$, with integral $2/(4a) = 1/(2a)$. Thus $E = 1 - 2Z/a + g/(2a)$, and multiplying by $a^2$ gives statement 1. At $Z=g=1$, $a=3/4$ it reads $9/16 - 18/16 = -9/16$.

For statement 2 put $b = 2Z - g/2$, so that $R = (a-b/2)^2 - b^2/4$. If $b\le0$ then $R = a^2 - ba>0$ and the threshold is never reached. If $b>0$ the minimum is $-b^2/4$ at $a = b/2 = Z-g/4$. It lies below $-Z^2/2$ exactly when $b>\sqrt2Z$, which rearranges to $g<(4-2\sqrt2)Z$.

## The one-electron lower bound

Off the origin $(\varphi^2)' = 2\varphi\varphi'$, which is integrable as a product of two square-integrable functions. Because $\varphi^2$ and its derivative are both integrable, $\varphi^2\to0$ at $\pm\infty$. With continuity at the origin,

$$\int_0^\infty 2\varphi\varphi' = -\varphi(0)^2, \qquad \int_{-\infty}^0 2\varphi\varphi' = \varphi(0)^2 .$$

Let $F = \varphi'^2+Z^2\varphi^2$. From $(\varphi'+Z\varphi)^2\ge0$ follows $-2Z\varphi\varphi'\le F$, and from $(\varphi'-Z\varphi)^2\ge0$ follows $2Z\varphi\varphi'\le F$. Integrating the first over the right half-line and the second over the left gives $Z\varphi(0)^2\le\int_0^\infty F$ and $Z\varphi(0)^2\le\int_{-\infty}^0F$. The sum is $2Z\varphi(0)^2\le\int\varphi'^2+Z^2\int\varphi^2$, and halving it gives statement 3.

## The Lean 4 file

```lean
import Mathlib

open MeasureTheory Set

namespace DeltaHydride

noncomputable section

/-- The one-electron orbital exp(-a|x|). -/
def orbital (a x : ℝ) : ℝ := Real.exp (-a * |x|)

/-- The two-electron trial function exp(-a(|x|+|y|)). -/
def trial (a : ℝ) (p : ℝ × ℝ) : ℝ := Real.exp (-a * (|p.1| + |p.2|))

/-- The kinetic energy density (ψ_x² + ψ_y²)/2. -/
def kineticDensity (ψ : ℝ × ℝ → ℝ) (p : ℝ × ℝ) : ℝ :=
  (deriv (fun s => ψ (s, p.2)) p.1 ^ 2 + deriv (fun s => ψ (p.1, s)) p.2 ^ 2) / 2

/-- Energy form of two electrons on a line with contact attraction Z to a nucleus at the
origin and contact repulsion g between the electrons. -/
def energyForm (Z g : ℝ) (ψ : ℝ × ℝ → ℝ) : ℝ :=
  (∫ p, kineticDensity ψ p) - Z * (∫ x, ψ (x, 0) ^ 2) - Z * (∫ y, ψ (0, y) ^ 2)
    + g * ∫ x, ψ (x, x) ^ 2

/-- The plane integral of ψ². -/
def normSquared (ψ : ℝ × ℝ → ℝ) : ℝ := ∫ p, ψ p ^ 2

/-- The Rayleigh quotient of the two-electron energy form. -/
def rayleigh (Z g : ℝ) (ψ : ℝ × ℝ → ℝ) : ℝ := energyForm Z g ψ / normSquared ψ

/-- Energy form ∫φ'²/2 - Zφ(0)² of one electron with contact attraction Z. -/
def atomEnergy (Z : ℝ) (φ : ℝ → ℝ) : ℝ := (∫ x, deriv φ x ^ 2) / 2 - Z * φ 0 ^ 2

/-- One-electron functions that are continuous at the nucleus, differentiable elsewhere,
and square integrable together with their derivative. -/
structure Admissible (φ : ℝ → ℝ) : Prop where
  cont : ContinuousAt φ 0
  diff : ∀ x, x ≠ 0 → DifferentiableAt ℝ φ x
  sqInt : MemLp φ 2 volume
  derivSqInt : MemLp (deriv φ) 2 volume

/-- For c > 0, exp(-c|x|) is integrable on the line with integral 2/c. -/
theorem integral_exp_neg_abs {c : ℝ} (hc : 0 < c) :
    Integrable (fun x : ℝ => Real.exp (-c * |x|)) ∧ ∫ x : ℝ, Real.exp (-c * |x|) = 2 / c := by
  have h : ∫ x : ℝ, Real.exp (-c * |x|) = 2 / c := by
    calc _ = 2 * ∫ x in Ioi (0 : ℝ), Real.exp (-c * x) :=
          integral_comp_abs (f := fun x => Real.exp (-c * x))
      _ = 2 / c := by
          rw [integral_exp_mul_Ioi (by linarith : -c < 0), mul_zero, Real.exp_zero,
            neg_div_neg_eq]
          ring
  refine ⟨?_, h⟩
  by_contra hn
  rw [integral_undef hn] at h
  have : 0 < 2 / c := by positivity
  linarith

/-- The squared orbital is integrable with integral 1/a, and off the nucleus the squared
slope is a² times the squared orbital. -/
theorem orbital_facts {a : ℝ} (ha : 0 < a) :
    Integrable (fun x => orbital a x ^ 2) ∧ ∫ x, orbital a x ^ 2 = 1 / a ∧
      ∀ x, x ≠ 0 → deriv (orbital a) x ^ 2 = a ^ 2 * orbital a x ^ 2 := by
  have e : ∀ x, orbital a x ^ 2 = Real.exp (-(2 * a) * |x|) := fun x => by
    rw [orbital, sq, ← Real.exp_add]; congr 1; ring
  have h := integral_exp_neg_abs (c := 2 * a) (by positivity)
  refine ⟨by simp only [e]; exact h.1, by simp only [e]; rw [h.2]; ring, fun x hx => ?_⟩
  rcases lt_or_gt_of_ne hx with hx | hx
  · have d : HasDerivAt (orbital a) (Real.exp (-a * |x|) * (-a * -1)) x :=
      ((hasDerivAt_abs_neg hx).const_mul (-a)).exp
    rw [d.deriv, orbital]; ring
  · have d : HasDerivAt (orbital a) (Real.exp (-a * |x|) * (-a * 1)) x :=
      ((hasDerivAt_abs_pos hx).const_mul (-a)).exp
    rw [d.deriv, orbital]; ring

/-- The trial function is the product of two orbitals. -/
theorem trial_factor (a : ℝ) (p : ℝ × ℝ) : trial a p = orbital a p.1 * orbital a p.2 := by
  rw [trial, orbital, orbital, ← Real.exp_add]; congr 1; ring

/-- The squared trial function is integrable on the plane with integral 1/a². -/
theorem norm_trial {a : ℝ} (ha : 0 < a) :
    Integrable (fun p => trial a p ^ 2) ∧ normSquared (trial a) = 1 / a ^ 2 := by
  obtain ⟨ho, vo, -⟩ := orbital_facts ha
  simp only [normSquared, trial_factor, mul_pow]
  exact ⟨ho.mul_prod ho, (integral_prod_mul (μ := volume) (ν := volume)
    (fun x => orbital a x ^ 2) (fun x => orbital a x ^ 2)).trans (by simp only [vo]; ring)⟩

/-- The kinetic density of the trial function is integrable on the plane with integral 1. -/
theorem kinetic_trial {a : ℝ} (ha : 0 < a) :
    Integrable (kineticDensity (trial a)) ∧ ∫ p, kineticDensity (trial a) p = 1 := by
  obtain ⟨ho, vo, hd⟩ := orbital_facts ha
  -- the cusp is a null set
  have h0 : ∀ᵐ x : ℝ, x ≠ 0 := by simp [ae_iff]
  have hae : (fun x => deriv (orbital a) x ^ 2) =ᵐ[volume] fun x => a ^ 2 * orbital a x ^ 2 :=
    h0.mono hd
  have hD : Integrable (fun x => deriv (orbital a) x ^ 2) := (ho.const_mul _).congr hae.symm
  have vD : ∫ x, deriv (orbital a) x ^ 2 = a := by
    rw [integral_congr_ae hae, integral_const_mul, vo]; field_simp
  have e : ∀ p : ℝ × ℝ, kineticDensity (trial a) p =
      (deriv (orbital a) p.1 ^ 2 * orbital a p.2 ^ 2
        + orbital a p.1 ^ 2 * deriv (orbital a) p.2 ^ 2) / 2 := fun p => by
    have h1 : deriv (fun s => orbital a s * orbital a p.2) p.1
        = deriv (orbital a) p.1 * orbital a p.2 := deriv_mul_const_field _
    have h2 : deriv (fun s => orbital a p.1 * orbital a s) p.2
        = orbital a p.1 * deriv (orbital a) p.2 := deriv_const_mul_field _
    simp only [kineticDensity, trial_factor]
    rw [h1, h2]; ring
  -- Fubini for each electron
  have i1 : Integrable fun p : ℝ × ℝ => deriv (orbital a) p.1 ^ 2 * orbital a p.2 ^ 2 :=
    hD.mul_prod ho
  have i2 : Integrable fun p : ℝ × ℝ => orbital a p.1 ^ 2 * deriv (orbital a) p.2 ^ 2 :=
    ho.mul_prod hD
  have v1 : ∫ p : ℝ × ℝ, deriv (orbital a) p.1 ^ 2 * orbital a p.2 ^ 2 = 1 :=
    (integral_prod_mul (μ := volume) (ν := volume) (fun x => deriv (orbital a) x ^ 2)
      (fun x => orbital a x ^ 2)).trans
      (by simp only [vD, vo]; exact mul_one_div_cancel ha.ne')
  have v2 : ∫ p : ℝ × ℝ, orbital a p.1 ^ 2 * deriv (orbital a) p.2 ^ 2 = 1 :=
    (integral_prod_mul (μ := volume) (ν := volume) (fun x => orbital a x ^ 2)
      (fun x => deriv (orbital a) x ^ 2)).trans
      (by simp only [vD, vo]; exact one_div_mul_cancel ha.ne')
  refine ⟨((i1.add i2).div_const 2).congr (ae_of_all _ fun p => (e p).symm), ?_⟩
  simp only [e]
  rw [integral_div, integral_add i1 i2, v1, v2]; norm_num

/-- On the two axes and on the diagonal the squared trial function is integrable, with
integrals 1/a, 1/a and 1/(2a). -/
theorem contact_trial {a : ℝ} (ha : 0 < a) :
    (Integrable (fun x => trial a (x, 0) ^ 2) ∧ ∫ x, trial a (x, 0) ^ 2 = 1 / a) ∧
    (Integrable (fun y => trial a (0, y) ^ 2) ∧ ∫ y, trial a (0, y) ^ 2 = 1 / a) ∧
    (Integrable (fun x => trial a (x, x) ^ 2) ∧ ∫ x, trial a (x, x) ^ 2 = 1 / (2 * a)) := by
  obtain ⟨ho, vo, -⟩ := orbital_facts ha
  have e1 : ∀ x, trial a (x, 0) = orbital a x := fun x => by simp [trial, orbital]
  have e2 : ∀ x, trial a (0, x) = orbital a x := fun x => by simp [trial, orbital]
  have e3 : ∀ x, trial a (x, x) ^ 2 = Real.exp (-(4 * a) * |x|) := fun x => by
    rw [trial, sq, ← Real.exp_add]; congr 1; ring
  have h := integral_exp_neg_abs (c := 4 * a) (by positivity)
  simp only [e1, e2, e3]
  exact ⟨⟨ho, vo⟩, ⟨ho, vo⟩, h.1, by rw [h.2]; ring⟩

/-- The Rayleigh quotient of the trial function is a² - (2Z - g/2) a. -/
theorem rayleigh_trial (Z g : ℝ) {a : ℝ} (ha : 0 < a) :
    rayleigh Z g (trial a) = a ^ 2 - (2 * Z - g / 2) * a := by
  obtain ⟨⟨-, c1⟩, ⟨-, c2⟩, -, c3⟩ := contact_trial ha
  rw [rayleigh, energyForm, (norm_trial ha).2, (kinetic_trial ha).2, c1, c2, c3]
  field_simp
  ring

/-- For Z > 0 some exponent a > 0 brings the Rayleigh quotient of the trial function below
-Z²/2 exactly when g < (4 - 2√2) Z. -/
theorem trial_below_iff {Z : ℝ} (hZ : 0 < Z) (g : ℝ) :
    (∃ a, 0 < a ∧ rayleigh Z g (trial a) < -Z ^ 2 / 2) ↔ g < (4 - 2 * Real.sqrt 2) * Z := by
  have hs : Real.sqrt 2 ^ 2 = 2 := Real.sq_sqrt (by norm_num)
  have hsZ : (Real.sqrt 2 * Z) ^ 2 = 2 * Z ^ 2 := by rw [mul_pow, hs]
  have hp : 0 < Real.sqrt 2 * Z := by positivity
  constructor
  · rintro ⟨a, ha, h⟩
    rw [rayleigh_trial Z g ha] at h
    have hb : 0 < 2 * Z - g / 2 := by
      by_contra hn
      nlinarith [mul_nonneg (neg_nonneg.mpr (not_lt.mp hn)) ha.le, sq_nonneg a, sq_nonneg Z]
    by_contra hn
    have h1 : 2 * Z - g / 2 ≤ Real.sqrt 2 * Z := by linarith [not_lt.mp hn]
    have h2 := pow_le_pow_left₀ hb.le h1 2
    nlinarith [sq_nonneg (2 * a - (2 * Z - g / 2))]
  · intro h
    -- the optimal exponent is Z - g/4
    have h1 : Real.sqrt 2 * Z < 2 * Z - g / 2 := by linarith
    have ha : 0 < Z - g / 4 := by linarith
    refine ⟨Z - g / 4, ha, ?_⟩
    rw [rayleigh_trial Z g ha]
    nlinarith [mul_self_lt_mul_self hp.le h1]

/-- The one-electron energy of an admissible φ is at least -Z²/2 times the integral of φ². -/
theorem atom_threshold (Z : ℝ) {φ : ℝ → ℝ} (h : Admissible φ) :
    -Z ^ 2 / 2 * ∫ x, φ x ^ 2 ≤ atomEnergy Z φ := by
  have h1 : Integrable fun x => deriv φ x ^ 2 := h.derivSqInt.integrable_sq
  have h2 : Integrable fun x => φ x ^ 2 := h.sqInt.integrable_sq
  have hG : Integrable fun x => 2 * (φ x * deriv φ x) :=
    (h.sqInt.integrable_mul h.derivSqInt).const_mul 2
  have hF : Integrable fun x => deriv φ x ^ 2 + Z ^ 2 * φ x ^ 2 := h1.add (h2.const_mul _)
  have hd : ∀ x, x ≠ 0 → HasDerivAt (fun x => φ x ^ 2) (2 * (φ x * deriv φ x)) x := by
    intro x hx
    have d := (h.diff x hx).hasDerivAt
    simp only [sq]
    exact (d.fun_mul d).congr_deriv (by ring)
  -- integrate (φ²)' over each half-line
  have R : ∫ x in Ioi (0 : ℝ), 2 * (φ x * deriv φ x) = 0 - φ 0 ^ 2 :=
    integral_Ioi_of_hasDerivAt_of_tendsto (f := fun x => φ x ^ 2)
      (h.cont.pow 2).continuousWithinAt (fun x hx => hd x (show (0 : ℝ) < x from hx).ne')
      hG.integrableOn (tendsto_zero_of_hasDerivAt_of_integrableOn_Ioi (a := 0)
        (fun x hx => hd x (show (0 : ℝ) < x from hx).ne') hG.integrableOn h2.integrableOn)
  have L : ∫ x in Iic (0 : ℝ), 2 * (φ x * deriv φ x) = φ 0 ^ 2 - 0 :=
    integral_Iic_of_hasDerivAt_of_tendsto (f := fun x => φ x ^ 2)
      (h.cont.pow 2).continuousWithinAt (fun x hx => hd x (show x < (0 : ℝ) from hx).ne)
      hG.integrableOn (tendsto_zero_of_hasDerivAt_of_integrableOn_Iic (a := -1)
        (fun x hx => hd x (by have : x ≤ -1 := hx; intro h0; linarith))
        hG.integrableOn h2.integrableOn)
  -- ±2Zφφ' ≤ φ'² + Z²φ²
  have pR : ∀ x, -Z * (2 * (φ x * deriv φ x)) ≤ deriv φ x ^ 2 + Z ^ 2 * φ x ^ 2 :=
    fun x => by nlinarith [sq_nonneg (deriv φ x + Z * φ x)]
  have pL : ∀ x, Z * (2 * (φ x * deriv φ x)) ≤ deriv φ x ^ 2 + Z ^ 2 * φ x ^ 2 :=
    fun x => by nlinarith [sq_nonneg (deriv φ x - Z * φ x)]
  have bR : ∫ x in Ioi (0 : ℝ), -Z * (2 * (φ x * deriv φ x))
      ≤ ∫ x in Ioi (0 : ℝ), (deriv φ x ^ 2 + Z ^ 2 * φ x ^ 2) :=
    integral_mono (hG.const_mul (-Z)).integrableOn hF.integrableOn pR
  have bL : ∫ x in Iic (0 : ℝ), Z * (2 * (φ x * deriv φ x))
      ≤ ∫ x in Iic (0 : ℝ), (deriv φ x ^ 2 + Z ^ 2 * φ x ^ 2) :=
    integral_mono (hG.const_mul Z).integrableOn hF.integrableOn pL
  rw [integral_const_mul, R] at bR
  rw [integral_const_mul, L] at bL
  have S := integral_add_compl (measurableSet_Iic : MeasurableSet (Iic (0 : ℝ))) hF
  rw [compl_Iic] at S
  have T : ∫ x, (deriv φ x ^ 2 + Z ^ 2 * φ x ^ 2)
      = (∫ x, deriv φ x ^ 2) + Z ^ 2 * ∫ x, φ x ^ 2 := by
    rw [integral_add h1 (h2.const_mul _), integral_const_mul]
  rw [atomEnergy]
  linarith

/-- For Z = g = 1 the function exp(-3(|x|+|y|)/4) has Rayleigh quotient -9/16, below -1/2
and below the one-electron quotient of every admissible φ with positive norm. -/
theorem delta_hydride_binds :
    rayleigh 1 1 (trial (3 / 4)) = -9 / 16 ∧ rayleigh 1 1 (trial (3 / 4)) < -1 / 2 ∧
      ∀ φ, Admissible φ → 0 < ∫ x, φ x ^ 2 →
        rayleigh 1 1 (trial (3 / 4)) < atomEnergy 1 φ / ∫ x, φ x ^ 2 := by
  have E : rayleigh 1 1 (trial (3 / 4)) = -9 / 16 := by
    rw [rayleigh_trial 1 1 (by norm_num : (0 : ℝ) < 3 / 4)]; norm_num
  refine ⟨E, by rw [E]; norm_num, fun φ h hpos => ?_⟩
  rw [E, lt_div_iff₀ hpos]
  linarith [atom_threshold 1 h]

end

end DeltaHydride
```

```lean
#print axioms DeltaHydride.trial_below_iff
-- 'DeltaHydride.trial_below_iff' depends on axioms: [propext, Classical.choice, Quot.sound]
#print axioms DeltaHydride.delta_hydride_binds
-- 'DeltaHydride.delta_hydride_binds' depends on axioms: [propext, Classical.choice, Quot.sound]
```

## From definitions to physics

A configuration is `p : ℝ × ℝ`, with `p.1` for $x$ and `p.2` for $y$, and all integrals are Lebesgue integrals over the whole line or plane. `orbital` and `trial` are $o$ and $\psi_a$, unnormalised. Lean defines them for every real $a$; `orbital_facts`, `norm_trial`, `kinetic_trial`, `contact_trial` and `rayleigh_trial` assume $a>0$, which their docstrings leave out. `kineticDensity` builds $\psi_x$ and $\psi_y$ as `deriv` of one-variable slices. `energyForm`, `normSquared` and `rayleigh` are $E$, $N$ and $R$, and `atomEnergy` is the left side of statement 3. The delta functions never appear as objects: the form with its line integrals is the definition of the model. The expression `-Z ^ 2 / 2` means $-(Z^2)/2$.

`Admissible` collects the four conditions on $\varphi$. Its field `cont` ties the number $\varphi(0)$ to the function nearby; without it one could change $\varphi$ at the origin alone and make the attraction term as large as desired. `rayleigh_trial`, `trial_below_iff` and `atom_threshold` are statements 1 to 3, the last for every real $Z$. `delta_hydride_binds` says that at $Z=g=1$ the quotient of `trial (3 / 4)` equals $-9/16$, is below $-1/2$, and is below `atomEnergy 1 φ / ∫ x, φ x ^ 2` for every admissible $\varphi$ with positive norm.

Lean assigns $0$ to `deriv` at a cusp and to the integral of a non-integrable function; the first affects only a null set here, and the second is excluded because `norm_trial`, `kinetic_trial` and `contact_trial` each state `Integrable` beside the value.

## How the lemmas follow the derivation

`integral_exp_neg_abs` folds the line onto $x>0$ with `integral_comp_abs` and evaluates the exponential there. `orbital_facts` applies it with $c=2a$ and treats the slope separately for $x<0$ and $x>0$. `trial_factor` is the product form, and `integral_prod_mul` is the factorisation of plane integrals used in `norm_trial` and `kinetic_trial`. In the latter, `hae` replaces $o'^2$ by $a^2o^2$ almost everywhere, `vD` is $\int o'^2=a$, and `v1`, `v2` are the two products equal to $1$. `contact_trial` uses $c=4a$ for the diagonal, and `rayleigh_trial` substitutes the five values.

In `trial_below_iff` the forward direction first shows $b>0$ (`hb`) and then uses the square of `2 * a - (2 * Z - g / 2)`, an expression equal to $2(a-b/2)$. The reverse direction supplies the exponent `Z - g / 4`. In `atom_threshold`, `R` and `L` are the two half-line integrals, with the decay of $\varphi^2$ obtained from integrability and not assumed. `pR` and `pL` are the pointwise inequalities, `bR` and `bL` their integrals, and `S` and `T` join the half-lines and split $\int F$. The final theorem clears the positive denominator and compares $-9/16$ with $-1/2$.

## Binding as an inequality between forms

The word "binds" in the theorem's name means the strict inequality between quotients. No Hamiltonian operator, spectrum or eigenfunction is defined. The usual passage to a bound state takes the variational principle for the self-adjoint operator belonging to $E$, and the HVZ theorem, which for $Z>0$ and repulsive $g\ge0$, as in the hydride, places the bottom of the essential spectrum at the one-electron ground energy; neither of these, nor the standard observation that $e^{-Z|x|}$ attains $-Z^2/2$ for $Z>0$, is a theorem of the file.

The value $-9/16$ belongs to one uncorrelated trial function and is not the ground-state energy. Statement 2 is likewise about the family $\psi_a$ only: for $g\ge(4-2\sqrt2)Z$ it says that this family fails, and says nothing about functions that depend on $|x-y|$ or use two exponents.

Functions are real and carry no spin; $\psi_a$ is symmetric in $x$ and $y$, the spatial symmetry of a singlet. The nucleus is fixed and the line is infinite, so boxes, grids and smeared deltas of finite width are different models. `Admissible` demands differentiability at every $x\ne0$, which excludes piecewise-linear finite-element functions with kinks away from the nucleus. Arithmetic is exact, so rounding and quadrature error are not bounded.
